# An open nearest-neighbour chain with m orbitals per cell and invertible hopping has at most m independent states at each energy

Cut a layered crystal or a ribbon to finite length, and states may appear at its two ends, sometimes several at zero energy. Model the system as an open tight-binding chain in which each cell is a whole layer, or a full slice of the ribbon, and only neighbouring cells are coupled. With \(m\) orbitals per cell, how many independent states can share one energy? The matrix has as many eigenvalues as there are orbitals in the whole chain, so its size alone allows a degeneracy that grows with the length. If the hopping between neighbouring cells is invertible, the degeneracy is at most \(m\), whatever the length.

## The first cell determines the state

Number the cells \(0,\dots,N\), and let \(\psi_i\in\mathbb C^m\) be the amplitudes on cell \(i\). The on-site block is \(A_i\). The block \(B_i\) stands in row \(i\), column \(i+1\), and \(C_i\) stands in row \(i+1\), column \(i\). The equation \(H\psi=E\psi\) reads, row by row,

\[
C_{i-1}\psi_{i-1}+A_i\psi_i+B_i\psi_{i+1}=E\psi_i ,
\]

where terms that refer to cells \(-1\) or \(N+1\) are absent. Assume that \(B_0,\dots,B_{N-1}\) are invertible. Physically, no combination of orbitals on cell \(i+1\) is decoupled from cell \(i\). Whether this holds can depend on the choice of cell. In a chain of single orbitals with alternating nonzero hoppings (the SSH model), cells of two sites are joined by a block with only one nonzero entry, which is not invertible; with one site per cell the assumption holds, and \(m=1\). In a ribbon, the block is singular whenever some orbital of a slice has no hopping to the previous slice.

Suppose that \(\psi_0=0\). If \(\psi_0,\dots,\psi_n\) all vanish and \(n<N\), row \(n\) reduces to \(B_n\psi_{n+1}=0\), and multiplying by \(B_n^{-1}\) gives \(\psi_{n+1}=0\). By induction \(\psi=0\).

The map \(\psi\mapsto\psi_0\) is linear, and on the eigenspace at energy \(E\) only the zero state is sent to zero. It is therefore injective into \(\mathbb C^m\), and the eigenspace has dimension at most \(m\).

This argument does not use Hermiticity. If the chain is Hermitian, with \(A_i=A_i^\dagger\) and \(C_i=B_i^\dagger\), it has an orthonormal basis of eigenvectors. Those with eigenvalue \(E\) are independent members of the eigenspace, so \(E\) occurs at most \(m\) times in the list of eigenvalues.

## Three cells with two orbitals each

Take \(m=2\), \(N=2\), \(A_i=0\) and \(B_i=C_i=1\), and start from \(\psi_0=v\). Row 0 gives \(\psi_1=Ev\), and row 1 gives \(\psi_2=E\psi_1-\psi_0=(E^2-1)v\). The last row, \(\psi_1=E\psi_2\), becomes

\[
E(E^2-2)\,v=0 .
\]

A nonzero state requires \(E=0\) or \(E=\pm\sqrt2\), and at each of these energies \(v\in\mathbb C^2\) is free. The six states form three levels of degeneracy two. The normalised zero modes are \((v,0,-v)/\sqrt2\) with \(|v|=1\).

## Chains that reach the bound, and chains that exceed it

The same zero modes exist for every odd number of cells \(2k+1\), with zero on-site blocks and identity hopping. Put \(\psi_j=w_jv\) with \(w_j=i^j+(-i)^j\), where \(i\) is here the imaginary unit; the values are \(2,0,-2,0,2,\dots\). At an interior cell \(j\) the neighbours contribute

\[
w_{j-1}+w_{j+1}=(1+i^2)\,i^{j-1}+(1+i^2)(-i)^{j-1}=0 .
\]

For \(k\ge1\) each end cell has one neighbour, at position \(1\) or \(2k-1\), where \(w\) vanishes because the position is odd. For \(k=0\) there are no neighbours. Since \(w_0=2\), linearly independent \(v\) give linearly independent states, so there are at least \(m\) independent zero modes, and by the bound exactly \(m\). For a unit vector \(v\) the normalised amplitudes are \(w_j/(2\sqrt{k+1})\).

If all blocks vanish, \(H=0\) and every state is a zero mode. The dimension is then \((N+1)m\), which exceeds \(m\) as soon as there are two cells and at least one orbital. Some condition on the hopping is therefore needed.

## The chain as a matrix

The orbitals of a cell are labelled by a finite type `ι`, so \(m\) is `Fintype.card ι`.

In Lean 4 with Mathlib:

```lean
import Mathlib

open Matrix

namespace LayeredChainDegeneracy

noncomputable section

variable {ι : Type*} [Fintype ι] [DecidableEq ι]
```

Rows and columns of the Hamiltonian carry a pair (cell, orbital), with the cell in `Fin (N + 1)`. There is always at least one cell. The blocks are given as sequences over all natural numbers, but only those that fit into the chain enter the matrix.

```lean
/-- Hamiltonian of an open chain of `N + 1` cells with orbitals `ι`: on-site blocks `A i`, blocks `B
i` in row cell `i` and column cell `i + 1`, and blocks `C i` in the transposed position. -/
def chain {ι : Type*} (N : ℕ) (A B C : ℕ → Matrix ι ι ℂ) :
    Matrix (Fin (N + 1) × ι) (Fin (N + 1) × ι) ℂ := fun p q =>
  if q.1.val = p.1.val then A p.1.val p.2 q.2
  else if q.1.val = p.1.val + 1 then B p.1.val p.2 q.2
  else if p.1.val = q.1.val + 1 then C q.1.val p.2 q.2
  else 0
```

The ends are open: for \(N\ge2\) no block joins cell \(N\) to cell \(0\), so a ring closed by such a block is not of this form. Hopping beyond nearest neighbours is also absent, unless cells are grouped into larger ones, which raises \(m\).

The states at energy \(E\) form the eigenspace of the linear map belonging to the matrix. Here \(E\) may be complex, since the chain need not be Hermitian.

```lean
/-- The space of all states `ψ` with `H ψ = E ψ`. -/
abbrev levelSpace {n : Type*} [Fintype n] [DecidableEq n] (H : Matrix n n ℂ) (E : ℂ) :
    Submodule ℂ (n → ℂ) :=
  Module.End.eigenspace (Matrix.toLin' H) E
```

## Propagation from the first cell

The next theorem says that a solution of \(H\psi=E\psi\) with \(\psi_0=0\) is zero. The hypothesis `hB` states invertibility of `B i` for `i < N` only.

```lean
/-- If the blocks `B i` with `i < N` are invertible, a solution of `H ψ = E ψ` that vanishes on the
first cell vanishes on the whole chain. -/
theorem eq_zero_of_first_cell {N : ℕ} {A B C : ℕ → Matrix ι ι ℂ} {E : ℂ}
    (hB : ∀ i < N, IsUnit (B i)) {ψ : Fin (N + 1) × ι → ℂ}
    (hψ : chain N A B C *ᵥ ψ = E • ψ) (h0 : ∀ a, ψ (0, a) = 0) : ψ = 0 := by
  have key : ∀ n : ℕ, ∀ j : Fin (N + 1), j.val ≤ n → ∀ a, ψ (j, a) = 0 := by
    intro n
    induction n with
    | zero =>
      intro j hj a
      have hj0 : j = 0 := Fin.ext (by simpa using hj)
      rw [hj0]
      exact h0 a
    | succ n ih =>
      intro j hj a
      by_cases hjn : j.val ≤ n
      · exact ih j hjn a
      have hj' : j.val = n + 1 := by omega
      have hn : n < N := by have := j.isLt; omega
      -- row `n` of the eigenvalue equation contains only the next cell
      have hrow : B n *ᵥ (fun b => ψ (j, b)) = 0 := by
        ext a
        have h := congrFun hψ (⟨n, by omega⟩, a)
        rw [Pi.smul_apply, ih ⟨n, by omega⟩ le_rfl a, smul_zero] at h
        simp only [Matrix.mulVec, dotProduct] at h
        rw [Fintype.sum_prod_type, Finset.sum_eq_single j] at h
        · simpa [chain, hj', Matrix.mulVec, dotProduct] using h
        · intro l _ hl
          apply Finset.sum_eq_zero
          intro b _
          by_cases hln : l.val ≤ n
          · rw [ih l hln b, mul_zero]
          · have h1 : ¬ l.val = n := by omega
            have h2 : ¬ l.val = n + 1 := fun h' => hl (Fin.ext (by omega))
            have h3 : ¬ n = l.val + 1 := by omega
            simp [chain, h1, h2, h3]
        · simp
      -- invert the hopping block
      obtain ⟨u, hu⟩ := hB n hn
      have hinv : (↑u⁻¹ : Matrix ι ι ℂ) *ᵥ (B n *ᵥ (fun b => ψ (j, b)))
          = fun b => ψ (j, b) := by
        rw [← hu, Matrix.mulVec_mulVec, Units.inv_mul, Matrix.one_mulVec]
      rw [hrow, Matrix.mulVec_zero] at hinv
      exact (congrFun hinv a).symm
  ext ⟨j, a⟩
  exact key j.val j le_rfl a
```

The auxiliary statement `key` is the induction hypothesis of the derivation: \(\psi\) vanishes on all cells up to \(n\). In the induction step, `hrow` is the reduced row \(B_n\psi_{n+1}=0\). To obtain it, `Finset.sum_eq_single j` keeps only cell \(j=n+1\) in the sum over cells: earlier cells drop out by induction, later ones because their block is zero. The step `hinv` then applies the inverse of \(B_n\).

## The bound on the eigenspace

For every complex \(E\), the dimension of the eigenspace is at most the number of orbitals per cell.

```lean
/-- A chain whose blocks `B i` with `i < N` are invertible has at most as many independent states at
any energy `E` as there are orbitals per cell. -/
theorem finrank_levelSpace_le (N : ℕ) (A B C : ℕ → Matrix ι ι ℂ)
    (hB : ∀ i < N, IsUnit (B i)) (E : ℂ) :
    Module.finrank ℂ (levelSpace (chain N A B C) E) ≤ Fintype.card ι := by
  -- restriction of a state to the first cell
  let f : (Fin (N + 1) × ι → ℂ) →ₗ[ℂ] (ι → ℂ) :=
    LinearMap.funLeft ℂ ℂ (fun a => ((0 : Fin (N + 1)), a))
  have hf : Function.Injective (f.domRestrict (levelSpace (chain N A B C) E)) := by
    rw [injective_iff_map_eq_zero]
    rintro ⟨ψ, hψ⟩ h
    rw [Module.End.mem_eigenspace_iff, Matrix.toLin'_apply] at hψ
    exact Subtype.ext (eq_zero_of_first_cell hB hψ (fun a => congrFun h a))
  have h := LinearMap.finrank_le_finrank_of_injective hf
  rwa [Module.finrank_fintype_fun_eq_card] at h
```

The map `f` is the restriction \(\psi\mapsto\psi_0\), and `hf` shows that it is injective on the eigenspace by the previous theorem. An injective linear map cannot lower the dimension, and the target has dimension \(m\). For a non-Hermitian chain this counts independent eigenvectors; it does not limit how often \(E\) is a root of the characteristic polynomial.

## Counting eigenvalues of a Hermitian chain

The blocks \(B_i\) are now called `T i`, and the blocks \(C_i\) are their adjoints. With Hermitian on-site blocks the whole matrix is Hermitian, which is checked entry by entry for equal, neighbouring and distant cells.

```lean
omit [Fintype ι] [DecidableEq ι] in
/-- With Hermitian on-site blocks, and blocks `T i` above the diagonal with their adjoints below it,
the chain Hamiltonian is Hermitian. -/
theorem chain_isHermitian (N : ℕ) (A T : ℕ → Matrix ι ι ℂ)
    (hA : ∀ i ≤ N, (A i).IsHermitian) :
    (chain N A T (fun i => (T i)ᴴ)).IsHermitian := by
  ext ⟨i, a⟩ ⟨j, b⟩
  rw [Matrix.conjTranspose_apply]
  by_cases h1 : i.val = j.val
  · have h := (hA j.val (by omega)).apply a b
    simpa [chain, h1] using h
  by_cases h2 : j.val = i.val + 1
  · have h4 : ¬ i.val = i.val + 1 + 1 := by omega
    simp [chain, h2, h4]
  by_cases h3 : i.val = j.val + 1
  · have h4 : ¬ j.val = j.val + 1 + 1 := by omega
    simp [chain, h3, h4]
  · have h1' : ¬ j.val = i.val := fun h => h1 h.symm
    simp [chain, h1, h1', h2, h3]
```

Mathlib then supplies a list of real eigenvalues, with one entry for each pair (cell, orbital). The theorem counts the entries equal to a given real \(E\).

```lean
/-- In the full list of real eigenvalues of a Hermitian chain with invertible hopping blocks,
no energy occurs more often than there are orbitals per cell. -/
theorem level_multiplicity_le (N : ℕ) (A T : ℕ → Matrix ι ι ℂ)
    (hA : ∀ i ≤ N, (A i).IsHermitian) (hT : ∀ i < N, IsUnit (T i)) (E : ℝ) :
    Fintype.card {k // (chain_isHermitian N A T hA).eigenvalues k = E} ≤ Fintype.card ι := by
  set hH := chain_isHermitian N A T hA
  have hmem : ∀ k : {k // hH.eigenvalues k = E}, (hH.eigenvectorBasis k.val).ofLp ∈
      levelSpace (chain N A T (fun i => (T i)ᴴ)) (E : ℂ) := by
    intro k
    rw [Module.End.mem_eigenspace_iff, Matrix.toLin'_apply]
    ext p
    have h := congrFun (hH.mulVec_eigenvectorBasis k.val) p
    rw [k.2] at h
    simpa using h
  -- orthonormal eigenvectors are independent, also inside the eigenspace
  have li : LinearIndependent ℂ (fun k : {k // hH.eigenvalues k = E} =>
      (hH.eigenvectorBasis k.val).ofLp) :=
    (hH.eigenvectorBasis.orthonormal.linearIndependent.map'
      (WithLp.linearEquiv 2 ℂ (Fin (N + 1) × ι → ℂ)).toLinearMap
      (LinearEquiv.ker _)).comp Subtype.val Subtype.val_injective
  have li' : LinearIndependent ℂ (fun k : {k // hH.eigenvalues k = E} =>
      (⟨_, hmem k⟩ : levelSpace (chain N A T (fun i => (T i)ᴴ)) (E : ℂ))) :=
    LinearIndependent.of_comp (Submodule.subtype _) li
  exact li'.fintype_card_le_finrank.trans (finrank_levelSpace_le N A T _ hT E)
```

Here `hmem` places each listed eigenvector with eigenvalue \(E\) in the eigenspace, `li` derives independence from orthonormality, and `li'` carries it over to the eigenspace, where the bound applies. For non-interacting electrons on a finite chain of this kind, at most \(m\) orthogonal end modes, counted over both ends together, can sit at exactly the same energy; the bound says nothing about levels that are merely close together. If spin is included in the count of states, \(m\) must count each spatial orbital twice, once for each spin direction.

## Zero modes on an odd number of cells

The amplitudes \(w_j\) are called `wave j`.

```lean
/-- The cell amplitudes `i^j + (-i)^j`, that is `2, 0, -2, 0, 2, ...`. -/
def wave (j : ℕ) : ℂ := Complex.I ^ j + (-Complex.I) ^ j
```

The following lemma is the neighbour sum, written as a sum over all cells in which only the neighbours of cell `i` contribute.

```lean
/-- On an open chain of `2k + 1` cells, the amplitudes `wave` on the neighbours of any cell
add up to zero. -/
theorem wave_neighbours (k i : ℕ) (hi : i < 2 * k + 1) :
    ∑ n ∈ Finset.range (2 * k + 1),
      ((if n = i + 1 then wave n else 0) + (if i = n + 1 then wave n else 0)) = 0 := by
  cases i with
  | zero =>
    have w1 : wave 1 = 0 := by simp [wave]
    apply Finset.sum_eq_zero
    intro n _
    by_cases h : n = 1
    · subst h
      simp [w1]
    · simp [h]
  | succ t =>
    simp only [Finset.sum_add_distrib, Nat.add_right_cancel_iff, Finset.sum_ite_eq,
      Finset.sum_ite_eq', Finset.mem_range]
    rw [if_pos (show t < 2 * k + 1 by omega)]
    by_cases h : t + 1 + 1 < 2 * k + 1
    · rw [if_pos h]
      simp only [wave, pow_succ]
      linear_combination (Complex.I ^ t + (-Complex.I) ^ t) * Complex.I_mul_I
    · -- the last cell has a single neighbour, on which the wave has a node
      have hodd : Odd t := ⟨k - 1, by omega⟩
      rw [if_neg h]
      simp [wave, hodd.neg_pow]
```

The case `zero` is the first cell. Otherwise the cell is `t + 1`, with neighbours `t` and `t + 2`. In the interior, `linear_combination` uses \(i^2=-1\); at the last cell, `hodd` records that the only neighbour has an odd position.

For the full matrix, `hin` computes what each cell contributes to a row. The identity block selects the orbital component `v a`, which factors out and leaves the neighbour sum.

```lean
/-- With zero on-site blocks and identity hopping on `2k + 1` cells, `wave` times any orbital
vector `v` is annihilated by the Hamiltonian. -/
theorem wave_zero_mode (k : ℕ) (v : ι → ℂ) :
    chain (2 * k) (fun _ => 0) (fun _ => 1) (fun _ => 1) *ᵥ
      (fun p => wave p.1.val * v p.2) = 0 := by
  ext ⟨i, a⟩
  have hin : ∀ j : Fin (2 * k + 1),
      ∑ b, chain (2 * k) (fun _ => 0) (fun _ => 1) (fun _ => 1) (i, a) (j, b) *
        (wave j.val * v b) = ((if j.val = i.val + 1 then wave j.val else 0) +
          (if i.val = j.val + 1 then wave j.val else 0)) * v a := by
    intro j
    by_cases h1 : j.val = i.val
    · simp [chain, h1]
    by_cases h2 : j.val = i.val + 1
    · have h4 : ¬ i.val = i.val + 1 + 1 := by omega
      simp [chain, h2, h4, Matrix.one_apply]
    by_cases h3 : i.val = j.val + 1
    · have h4 : ¬ j.val = j.val + 1 + 1 := by omega
      simp [chain, h3, h4, Matrix.one_apply]
    · simp [chain, h1, h2, h3]
  have hs := (Fin.sum_univ_eq_sum_range (fun n => (if n = i.val + 1 then wave n else 0) +
    (if i.val = n + 1 then wave n else 0)) (2 * k + 1)).trans (wave_neighbours k i.val i.isLt)
  simp only [Matrix.mulVec, dotProduct, Fintype.sum_prod_type, Pi.zero_apply]
  rw [Finset.sum_congr rfl (fun j _ => hin j), ← Finset.sum_mul, hs, zero_mul]
```

The dimension of the zero-energy space is therefore exactly \(m\).

```lean
/-- The bound is attained: with zero on-site blocks and identity hopping on `2k + 1` cells, the
number of independent zero modes equals the number of orbitals per cell. -/
theorem finrank_zero_modes_eq (k : ℕ) :
    Module.finrank ℂ (levelSpace
      (chain (2 * k) (fun _ => (0 : Matrix ι ι ℂ)) (fun _ => 1) (fun _ => 1)) 0)
      = Fintype.card ι := by
  apply le_antisymm (finrank_levelSpace_le _ _ _ _ (fun _ _ => isUnit_one) 0)
  let g : (ι → ℂ) →ₗ[ℂ] (Fin (2 * k + 1) × ι → ℂ) :=
    { toFun := fun v p => wave p.1.val * v p.2
      map_add' := fun v w => by ext p; simp [mul_add]
      map_smul' := fun c v => by ext p; simp [mul_left_comm] }
  have hg : ∀ v, g v ∈ levelSpace
      (chain (2 * k) (fun _ => (0 : Matrix ι ι ℂ)) (fun _ => 1) (fun _ => 1)) 0 := by
    intro v
    rw [Module.End.mem_eigenspace_iff, Matrix.toLin'_apply, zero_smul]
    exact wave_zero_mode k v
  have hinj : Function.Injective (g.codRestrict _ hg) := by
    intro v w h
    ext a
    have h1 : wave 0 * v a = wave 0 * w a :=
      congrFun (congrArg Subtype.val h) ((0 : Fin (2 * k + 1)), a)
    have h0 : wave 0 ≠ 0 := by norm_num [wave]
    exact mul_left_cancel₀ h0 h1
  have h := LinearMap.finrank_le_finrank_of_injective hinj
  rwa [Module.finrank_fintype_fun_eq_card] at h
```

One inequality is the general bound. For the other, `g` sends \(v\) to its zero mode, and it is injective because `wave 0` is not zero.

## All blocks zero

In the last theorem the matrix is zero, so the eigenspace at zero energy is the whole space, and its dimension is the number of cells times the number of orbitals per cell.

```lean
/-- If all on-site and hopping blocks vanish, the number of independent zero modes is the number
of cells times the number of orbitals per cell. -/
theorem finrank_zero_modes_decoupled (N : ℕ) :
    Module.finrank ℂ (levelSpace
      (chain N (fun _ => (0 : Matrix ι ι ℂ)) (fun _ => 0) (fun _ => 0)) 0)
      = (N + 1) * Fintype.card ι := by
  have hz : chain N (fun _ => (0 : Matrix ι ι ℂ)) (fun _ => 0) (fun _ => 0) = 0 := by
    ext p q
    simp [chain]
  have ht : levelSpace (0 : Matrix (Fin (N + 1) × ι) (Fin (N + 1) × ι) ℂ) 0 = ⊤ := by
    ext ψ
    simp
  rw [hz, ht, finrank_top, Module.finrank_fintype_fun_eq_card]
  simp

end

end LayeredChainDegeneracy
```

```lean
#print axioms LayeredChainDegeneracy.finrank_levelSpace_le
#print axioms LayeredChainDegeneracy.level_multiplicity_le
#print axioms LayeredChainDegeneracy.finrank_zero_modes_eq
#print axioms LayeredChainDegeneracy.finrank_zero_modes_decoupled
```

```
'LayeredChainDegeneracy.finrank_levelSpace_le' depends on axioms: [propext, Classical.choice, Quot.sound]
'LayeredChainDegeneracy.level_multiplicity_le' depends on axioms: [propext, Classical.choice, Quot.sound]
'LayeredChainDegeneracy.finrank_zero_modes_eq' depends on axioms: [propext, Classical.choice, Quot.sound]
'LayeredChainDegeneracy.finrank_zero_modes_decoupled' depends on axioms: [propext, Classical.choice, Quot.sound]
```
